# A linear cap on the polarizability of an atomic chain with a quadratic charge-transfer cost

## Charge carried across bonds

In the model treated here, a straight, neutral chain of atoms in a static field along its axis polarizes only by passing charge between neighbours; the distortion of each atom's own electron cloud is left out. We describe the state by these transfers instead of by the atomic charges. There are \(n\) bonds and \(N=n+1\) atoms with spacing \(a\), with atom \(i+1\) at \(a(i+1)\) for \(i=0,\dots,n\). Let \(p_j\) be the charge carried from atom \(j\) to atom \(j+1\), with \(p_0=p_{n+1}=0\) because nothing leaves the ends. Atom \(i+1\) then has charge \(q_i=p_i-p_{i+1}\). In a field \(F\) the energy is

\[
E(p)=\sum_{i=0}^{n}\Big(\tfrac h2 q_i^2-Fq_i\,a(i+1)\Big)+\tfrac k2\sum_{j=1}^{n}p_j^2 .
\]

The hardness \(h>0\) is the cost of charging an atom, and \(k>0\) is the resistance of a bond to charge transfer. For \(k=0\), each charge is \(F/h\) times the atom's signed distance from the chain's centre, which gives the polarizability a cubic law, \(\alpha=a^2N(N^2-1)/(12h)\); this is background, and the theorems concern \(k>0\).

## Bounds on the polarizability

Suppose a ground state in a field \(F\ne0\) has dipole \(\mu=\alpha F\). For \(n\ge1\) and \(a\neq0\),

\[
\frac{n^2a^2}{nk+2h}\le\alpha<\frac{na^2}{k}.
\]

In fluctuating-charge simulations, a bond cost of this kind thus keeps the polarizability from outgrowing a linear bound in the chain length, at least for identical atoms without Coulomb coupling between them.

## Derivation

**Dipole.** In \(\mu=a\sum_i(i+1)(p_i-p_{i+1})\), each \(p_j\) has the coefficient \((j+1)-j=1\), so \(\mu=a\sum_{j=1}^n p_j\).

**Stationarity.** Let \(B(p,r)=h\sum_i q_i(p)q_i(r)+k\sum_j p_jr_j\). Then \(E(p)=\tfrac12B(p,p)-F\mu(p)\). For a ground state \(p\), any allowed \(r\) and any real \(t\),

\[
0\le E(p+tr)-E(p)=t\,[B(p,r)-F\mu(r)]+\tfrac{t^2}{2}B(r,r),
\]

so \(B(p,r)=F\mu(r)\). In particular \(B(p,p)=\alpha F^2\). If \(r\) is a ground state in a field \(G\), the symmetry of \(B\) gives \(F\mu(r)=G\mu(p)\): the response is linear.

**Lower bound.** Let \(u\) carry one unit across every bond. Only the end atoms are charged, with \(\mp1\), so \(B(u,u)=nk+2h\) and \(\mu(u)=na\). With \(s=na/(nk+2h)\),

\[
0\le B(p-sFu,\,p-sFu)=F^2\Big(\alpha-\frac{n^2a^2}{nk+2h}\Big).
\]

**Cap.** Let \(Q=\sum_i q_i^2\), \(P=\sum_j p_j^2\) and \(S=\sum_j p_j\). Then \(\alpha F^2=hQ+kP\) and \(aS=\alpha F\). The lower bound gives \(\alpha>0\), so the dipole is nonzero, some atom is charged, and \(Q>0\). By Cauchy–Schwarz \(S^2\le nP\), hence

\[
k\alpha^2F^2=ka^2S^2\le na^2(\alpha F^2-hQ)<na^2\alpha F^2 .
\]

Division by \(k\alpha F^2\) gives the cap.

**Two atoms.** Here \(E=\tfrac12(k+2h)p_1^2-Fap_1\), with its minimum at \(p_1=Fa/(k+2h)\). Thus \(\alpha=a^2/(k+2h)\), which equals the lower bound.

## Reading the Lean statements

A state is a function `p : ℕ → ℝ`, of which only the values up to `n + 1` matter. `Closed` means that no charge passes the ends, not that the chain forms a ring. By `neutral_iff`, closed transfers produce exactly the neutral charge distributions. `IsGround` is global minimality among closed transfers, and `stiffness` is the bilinear form \(B\), not a spring constant.

The polarizability enters through `hd : dipole a n p = α * F`, for one ground state in one nonzero field; `linear_response` makes \(\alpha\) the same in every other nonzero field that has a ground state. The existence of a ground state is a hypothesis of the bounds, and `diatomic_witness` establishes it for two atoms. Applying the bounds to a real molecule assumes that its energy has this quadratic form. Reading the cap as linear in the chain length, across a series of molecules, assumes also that \(a\) and \(k\) do not change with the length.

```lean
import Mathlib

open Finset

namespace ChargeTransferChain

noncomputable section

/-- Transfers `p j` from atom `j` to atom `j + 1` in a chain of `n + 1` atoms, numbered from one,
with no charge passing through either end. -/
def Closed (n : ℕ) (p : ℕ → ℝ) : Prop := p 0 = 0 ∧ p (n + 1) = 0

/-- Charge of atom `i + 1`: what it receives from the left minus what it gives to the right. -/
def charge (p : ℕ → ℝ) (i : ℕ) : ℝ := p i - p (i + 1)

/-- Dipole moment of `n + 1` atoms at the positions `a, 2a, ..., (n + 1)a`. -/
def dipole (a : ℝ) (n : ℕ) (p : ℕ → ℝ) : ℝ :=
  ∑ i ∈ range (n + 1), charge p i * (a * (i + 1))

/-- Energy in the field `F`: atomic hardness `h`, field coupling, and a cost `k / 2` times
the squared transfer across each of the `n` bonds. -/
def energy (h k a F : ℝ) (n : ℕ) (p : ℕ → ℝ) : ℝ :=
  ∑ i ∈ range (n + 1), (h * charge p i ^ 2 / 2 - F * charge p i * (a * (i + 1)))
    + k / 2 * ∑ j ∈ range n, p (j + 1) ^ 2

/-- A ground state minimises the energy among all closed transfers. -/
def IsGround (h k a F : ℝ) (n : ℕ) (p : ℕ → ℝ) : Prop :=
  Closed n p ∧ ∀ r, Closed n r → energy h k a F n p ≤ energy h k a F n r

/-- The symmetric bilinear form of the field-free energy. -/
def stiffness (h k : ℝ) (n : ℕ) (p r : ℕ → ℝ) : ℝ :=
  h * ∑ i ∈ range (n + 1), charge p i * charge r i + k * ∑ j ∈ range n, p (j + 1) * r (j + 1)

/-- One unit of charge carried across every bond. -/
def uniformTransfer (n j : ℕ) : ℝ := if j = 0 ∨ j = n + 1 then 0 else 1

/-- Atomic charges sum to zero exactly when they arise from closed transfers along the chain. -/
theorem neutral_iff (n : ℕ) (q : ℕ → ℝ) :
    ∑ i ∈ range (n + 1), q i = 0 ↔
      ∃ p, Closed n p ∧ ∀ i ∈ range (n + 1), charge p i = q i := by
  constructor
  · intro hq
    refine ⟨fun j => -∑ i ∈ range j, q i, ⟨by simp, by simp [hq]⟩, fun i _ => ?_⟩
    simp only [charge]
    rw [sum_range_succ]
    ring
  · rintro ⟨p, hp, hq⟩
    have e : ∑ i ∈ range (n + 1), q i = ∑ i ∈ range (n + 1), (p i - p (i + 1)) :=
      sum_congr rfl fun i hi => (hq i hi).symm
    rw [e, sum_range_sub', hp.1, hp.2, sub_zero]

/-- For closed transfers the dipole is the spacing times the total charge transfer. -/
theorem dipole_eq (a : ℝ) {n : ℕ} {p : ℕ → ℝ} (hp : Closed n p) :
    dipole a n p = a * ∑ j ∈ range n, p (j + 1) := by
  have key : ∀ m : ℕ, ∑ i ∈ range m, charge p i * (a * ((i : ℝ) + 1))
      = a * ∑ j ∈ range m, p j - a * m * p m := by
    intro m
    induction m with
    | zero => simp
    | succ m ih =>
      rw [sum_range_succ, ih, sum_range_succ]
      simp only [charge]
      push_cast
      ring
  unfold dipole
  rw [key, hp.2, sum_range_succ', hp.1]
  ring

/-- For positive `h` and `k` the field-free energy is nonnegative. -/
theorem stiffness_nonneg {h k : ℝ} (hh : 0 < h) (hk : 0 < k) (n : ℕ) (r : ℕ → ℝ) :
    0 ≤ stiffness h k n r r :=
  add_nonneg (mul_nonneg hh.le (sum_nonneg fun _ _ => mul_self_nonneg _))
    (mul_nonneg hk.le (sum_nonneg fun _ _ => mul_self_nonneg _))

/-- Expansion of the field-free quadratic form when a transfer `r` is added with weight `t`. -/
theorem stiffness_shift (h k : ℝ) (n : ℕ) (p r : ℕ → ℝ) (t : ℝ) :
    stiffness h k n (fun j => p j + t * r j) (fun j => p j + t * r j)
      = stiffness h k n p p + 2 * t * stiffness h k n p r + t ^ 2 * stiffness h k n r r := by
  simp only [stiffness, mul_add, mul_sum]
  have e : ∀ A B C D E G : ℝ, A + B + (C + D) + (E + G) = (A + C + E) + (B + D + G) := by
    intros; ring
  rw [e]
  simp only [← sum_add_distrib]
  congr 1 <;> refine sum_congr rfl fun i _ => ?_
  · simp only [charge]; ring
  · ring

/-- For positive `h` and `k`, the energy of a ground state is stationary under every closed
variation `r`. -/
theorem stationary {h k a F : ℝ} {n : ℕ} {p r : ℕ → ℝ} (hh : 0 < h) (hk : 0 < k)
    (hp : IsGround h k a F n p) (hr : Closed n r) :
    stiffness h k n p r = F * dipole a n r := by
  have en : ∀ s, energy h k a F n s = stiffness h k n s s / 2 - F * dipole a n s := by
    intro s
    simp only [energy, stiffness, dipole, sum_sub_distrib, pow_two, mul_assoc,
      ← mul_sum, ← sum_div]
    ring
  have dip : ∀ t, dipole a n (fun j => p j + t * r j) = dipole a n p + t * dipole a n r := by
    intro t
    unfold dipole
    rw [mul_sum, ← sum_add_distrib]
    exact sum_congr rfl fun i _ => by simp only [charge]; ring
  have hA := stiffness_nonneg hh hk n r
  -- a small step against the slope would lower the energy
  obtain ⟨s, hs⟩ : ∃ s, stiffness h k n p r - F * dipole a n r
      = s * (stiffness h k n r r + 1) :=
    ⟨_, (div_mul_cancel₀ _ (by linarith)).symm⟩
  have hm := hp.2 (fun j => p j + (-s) * r j)
    ⟨by simp [hp.1.1, hr.1], by simp [hp.1.2, hr.2]⟩
  rw [en, en, stiffness_shift, dip] at hm
  have h1 := mul_nonneg (sq_nonneg s) hA
  have h2 : s * (stiffness h k n p r - F * dipole a n r)
      = s ^ 2 * stiffness h k n r r + s ^ 2 := by rw [hs]; ring
  have h4 : s = 0 := pow_eq_zero_iff two_ne_zero |>.mp (le_antisymm (by linarith) (sq_nonneg s))
  rw [h4, zero_mul] at hs
  linarith

/-- For positive `h` and `k`, ground-state dipoles in two fields are proportional to the fields. -/
theorem linear_response {h k a F G : ℝ} {n : ℕ} {p r : ℕ → ℝ} (hh : 0 < h) (hk : 0 < k)
    (hp : IsGround h k a F n p) (hr : IsGround h k a G n r) :
    F * dipole a n r = G * dipole a n p := by
  rw [← stationary hh hk hp hr.1, ← stationary hh hk hr hp.1]
  simp only [stiffness, mul_comm]

/-- For positive `h` and `k`, two atoms have a ground state that carries the charge `F a / (k + 2h)`
across the bond. -/
theorem diatomic_witness {h k : ℝ} (hh : 0 < h) (hk : 0 < k) (a F : ℝ) :
    IsGround h k a F 1 (fun j => if j = 1 then F * a / (k + 2 * h) else 0) := by
  have e : ∀ r, Closed 1 r →
      energy h k a F 1 r = (k + 2 * h) / 2 * r 1 ^ 2 - F * a * r 1 := by
    rintro r ⟨h0, h2⟩
    have h2' : r 2 = 0 := h2
    simp only [energy, charge, sum_range_succ, sum_range_zero, zero_add, Nat.reduceAdd,
      h0, h2', Nat.cast_zero, Nat.cast_one]
    ring
  have hp : Closed 1 (fun j => if j = 1 then F * a / (k + 2 * h) else 0) :=
    ⟨by simp, by simp⟩
  refine ⟨hp, fun r hr => ?_⟩
  rw [e _ hp, e r hr]
  simp only [↓reduceIte]
  have hx : F * a / (k + 2 * h) * (k + 2 * h) = F * a := div_mul_cancel₀ _ (by positivity)
  generalize F * a / (k + 2 * h) = x at hx ⊢
  rw [← hx]
  nlinarith [mul_nonneg (by positivity : 0 ≤ k + 2 * h) (sq_nonneg (r 1 - x))]

/-- For positive `h` and `k`, nonzero field and at least one bond, the polarizability `α` is at
least `n² a² / (n k + 2h)`. -/
theorem polarizability_lower {h k a F α : ℝ} {n : ℕ} {p : ℕ → ℝ} (hh : 0 < h) (hk : 0 < k)
    (hF : F ≠ 0) (hn : 1 ≤ n) (hp : IsGround h k a F n p) (hd : dipole a n p = α * F) :
    (n * a) ^ 2 / (n * k + 2 * h) ≤ α := by
  have hu : ∀ j < n, uniformTransfer n (j + 1) = 1 := fun j hj => by
    unfold uniformTransfer
    exact if_neg (by omega)
  have h0 : uniformTransfer n 0 = 0 := by simp [uniformTransfer]
  have h1 : uniformTransfer n (n + 1) = 0 := by simp [uniformTransfer]
  have hS : ∑ j ∈ range n, uniformTransfer n (j + 1) = n := by
    rw [sum_congr rfl fun j hj => hu j (mem_range.1 hj)]
    simp
  have hP : ∑ j ∈ range n, uniformTransfer n (j + 1) * uniformTransfer n (j + 1) = n := by
    rw [← hS]
    exact sum_congr rfl fun j hj => by rw [hu j (mem_range.1 hj), mul_one]
  -- in the uniform trial state only the two end atoms are charged
  have hQ : ∑ i ∈ range (n + 1), charge (uniformTransfer n) i * charge (uniformTransfer n) i
      = 2 := by
    obtain ⟨m, rfl⟩ : ∃ m, n = m + 1 := ⟨n - 1, by omega⟩
    rw [sum_range_succ, sum_range_succ', sum_eq_zero]
    · simp only [charge]
      rw [h0, h1, hu 0 (by omega), hu m (by omega)]
      norm_num
    · intro i hi
      have hi' := mem_range.1 hi
      simp only [charge]
      rw [hu i (by omega), hu (i + 1) (by omega)]
      norm_num
  have hpu := stationary hh hk hp ⟨h0, h1⟩
  rw [dipole_eq a ⟨h0, h1⟩, hS] at hpu
  have huu : stiffness h k n (uniformTransfer n) (uniformTransfer n) = h * 2 + k * n := by
    unfold stiffness
    rw [hQ, hP]
  obtain ⟨s, hs⟩ : ∃ s, s = n * a / (n * k + 2 * h) := ⟨_, rfl⟩
  have hsD : s * (n * k + 2 * h) = n * a := by rw [hs, div_mul_cancel₀ _ (by positivity)]
  have pos := stiffness_nonneg hh hk n (fun j => p j + (-(s * F)) * uniformTransfer n j)
  rw [stiffness_shift, stationary hh hk hp hp.1, hpu, huu, hd] at pos
  have e1 : (n * a) ^ 2 / (n * k + 2 * h) = s * (n * a) := by rw [hs]; ring
  have e2 : (-(s * F)) ^ 2 * (h * 2 + k * n) = F ^ 2 * (s * (n * a)) := by
    linear_combination F ^ 2 * s * hsD
  rw [e1]
  exact le_of_mul_le_mul_left (by linarith : F ^ 2 * (s * (n * a)) ≤ F ^ 2 * α) (by positivity)

/-- For positive `h` and `k`, nonzero spacing and field, and `n ≥ 1` bonds, the polarizability
`α` lies strictly below `n a² / k`. -/
theorem polarizability_cap {h k a F α : ℝ} {n : ℕ} {p : ℕ → ℝ} (hh : 0 < h) (hk : 0 < k)
    (ha : a ≠ 0) (hF : F ≠ 0) (hn : 1 ≤ n) (hp : IsGround h k a F n p)
    (hd : dipole a n p = α * F) : α < n * a ^ 2 / k := by
  have hn' : (0 : ℝ) < n := by exact_mod_cast hn
  have hpos : 0 < α :=
    lt_of_lt_of_le (by positivity) (polarizability_lower hh hk hF hn hp hd)
  have hpp := stationary hh hk hp hp.1
  rw [hd] at hpp
  simp only [stiffness, ← pow_two] at hpp
  have hc : dipole a n p ^ 2 ≤ (∑ i ∈ range (n + 1), charge p i ^ 2)
      * ∑ i ∈ range (n + 1), (a * ((i : ℝ) + 1)) ^ 2 := sum_mul_sq_le_sq_mul_sq _ _ _
  -- a polarized chain has charged atoms, which cost hardness energy
  have hQ : 0 < ∑ i ∈ range (n + 1), charge p i ^ 2 := by
    refine lt_of_le_of_ne (sum_nonneg fun _ _ => sq_nonneg _) fun h0 => ?_
    rw [← h0, hd, zero_mul] at hc
    have : 0 < (α * F) ^ 2 := by positivity
    linarith
  have hS : (∑ j ∈ range n, p (j + 1)) ^ 2 ≤ n * ∑ j ∈ range n, p (j + 1) ^ 2 := by
    have := sq_sum_le_card_mul_sum_sq (s := range n) (f := fun j => p (j + 1))
    rwa [card_range] at this
  rw [dipole_eq a hp.1] at hd
  generalize ∑ i ∈ range (n + 1), charge p i ^ 2 = Q at hpp hQ
  generalize ∑ j ∈ range n, p (j + 1) ^ 2 = P at hpp hS
  generalize ∑ j ∈ range n, p (j + 1) = S at hd hS
  have e1 := mul_le_mul_of_nonneg_left hS (by positivity : 0 ≤ k * a ^ 2)
  have e2 : k * a ^ 2 * S ^ 2 = α * F ^ 2 * (α * k) := by
    linear_combination k * (a * S + α * F) * hd
  have e3 : k * a ^ 2 * (n * P) = α * F ^ 2 * (n * a ^ 2) - a ^ 2 * n * (h * Q) := by
    linear_combination a ^ 2 * n * hpp
  have e4 : 0 < a ^ 2 * n * (h * Q) := by positivity
  rw [lt_div_iff₀ hk]
  exact lt_of_mul_lt_mul_left
    (by linarith : α * F ^ 2 * (α * k) < α * F ^ 2 * (n * a ^ 2)) (by positivity)

end

end ChargeTransferChain
```

```lean
#print axioms ChargeTransferChain.neutral_iff
#print axioms ChargeTransferChain.linear_response
#print axioms ChargeTransferChain.polarizability_cap
```

```
'ChargeTransferChain.neutral_iff' depends on axioms: [propext, Classical.choice, Quot.sound]
'ChargeTransferChain.linear_response' depends on axioms: [propext, Classical.choice, Quot.sound]
'ChargeTransferChain.polarizability_cap' depends on axioms: [propext, Classical.choice, Quot.sound]
```

## From the derivation to the Lean proof

`neutral_iff` builds the transfers as negative partial sums of the charges. `dipole_eq` performs the summation by parts, by induction on the number of atoms summed.

`stationary` needs no derivative. It compares the ground state with a single step \(t=-s\), where \(s\) is the slope \(B(p,r)-F\mu(r)\) divided by \(B(r,r)+1\). With `stiffness_shift` expanding the square, minimality forces \(s=0\), and the slope vanishes.

`polarizability_lower` evaluates the form on `uniformTransfer` and applies `stiffness_nonneg` to the shifted state. `polarizability_cap` uses Cauchy–Schwarz twice: `hc` shows that a nonzero dipole requires \(Q>0\), and `hS` is \(S^2\le nP\). The identities `e2` and `e3` put both sides of the final estimate over the common factor \(\alpha F^2\), which is then cancelled. `diatomic_witness` completes the square through `nlinarith`.
